# A square-integrable solution of $(x^3p+px^3)\psi=-i\hbar\psi$ lies in no symmetric domain

Let $p=-i\hbar\,d/dx$ act on functions of one real variable $x$, measured in a fixed unit of length so that it is dimensionless. The operator studied here is

$$Af=(x^3p+px^3)f=-i\hbar\big((x^3f)'+x^3f'\big).$$

The overlap $\langle f,g\rangle=\int_{-\infty}^{\infty}f^*g\,dx$ is conjugate-linear in its first argument. We call $A$ symmetric on a set $D$ of functions if $\langle Af,g\rangle=\langle f,Ag\rangle$ for all $f,g\in D$. The function of interest is

$$\psi(x)=|x|^{-3/2}e^{-1/(4x^2)},\qquad x\neq0.$$

The claim is that $A$ is symmetric on continuously differentiable functions of compact support, that $\psi$ is square integrable with $A\psi=-i\hbar\psi$ for $x\neq0$, and that for $\hbar\neq0$ no set on which $A$ is symmetric contains $\psi$. For a single particle on a line, this shows that a formally Hermitian expression can be symmetric on one set of square-integrable functions and not on another, so that its symmetry depends on the domain.

## An imaginary eigenvalue and the flux at infinity

**The eigenvalue.** Since $\ln\psi=-\tfrac32\ln|x|-\tfrac1{4x^2}$, differentiation gives

$$\psi'=\psi\left(\frac1{2x^3}-\frac3{2x}\right).$$

The product rule turns the operator into $Af=-i\hbar(3x^2f+2x^3f')$. Hence

$$A\psi=-i\hbar\,(3x^2\psi+\psi-3x^2\psi)=-i\hbar\psi.$$

**The boundary term.** For differentiable $f$ and $g$,

$$\begin{aligned}(Af)^*g-f^*Ag&=i\hbar(3x^2f^*+2x^3f'^*)g+i\hbar f^*(3x^2g+2x^3g')\\&=2i\hbar\,(x^3f^*g)'.\end{aligned}$$

If $f$ and $g$ are continuously differentiable with compact support, the integral of the right-hand side vanishes, and $A$ is symmetric on such functions.

**The norm.** For $x>0$ the powers cancel and $x^3\psi^2=e^{-1/(2x^2)}$, which tends to $1$ as $x\to\infty$. Since $\psi$ is even, $x^3\psi^2$ is odd and tends to $-1$ as $x\to-\infty$. Moreover,

$$(x^3\psi^2)'=3x^2\psi^2+2x^3\psi\psi'=\psi^2(3x^2+1-3x^2)=\psi^2.$$

For the limit at the origin, take $x>0$ and put $t=1/(2x^2)$. From $e^t\geq1+t>t$ we get $0\leq x^3\psi^2=e^{-t}\leq1/t=2x^2$, so the antiderivative starts from $0$. Therefore $\int_0^\infty\psi^2dx=1-0=1$, and by evenness the integral over the line is $2$.

**The defect.** The eigenvalue equation gives $\langle A\psi,\psi\rangle=2i\hbar$ and $\langle\psi,A\psi\rangle=-2i\hbar$. Their difference is $4i\hbar$, in agreement with the boundary values $2i\hbar\,(1-(-1))$. For the normalised state $\psi/\sqrt2$ the difference is $2i\hbar$. If $\psi$ belonged to a symmetric set, the difference would be zero, which is impossible for $\hbar\neq0$.

The mistake to avoid is discarding the boundary term because $\psi\to0$ at infinity. The density $\psi^2$ falls off only as $|x|^{-3}$, and the factor $x^3$ compensates for this exactly.

## The operator and its symmetry as Lean definitions

```lean
import Mathlib

open MeasureTheory Filter Topology Set ComplexConjugate

namespace CubicMomentumDomain

noncomputable section
```

Wave functions are maps `ℝ → ℂ`, and `hbar` is an arbitrary real number. The derivative is the ordinary pointwise one, not a weak derivative.

```lean
/-- The formal operator `x³ p + p x³` with `p = -i ħ d/dx`, acting on wave functions
on the line. -/
def cubicOp (hbar : ℝ) (f : ℝ → ℂ) (x : ℝ) : ℂ :=
  -Complex.I * hbar * (deriv (fun y : ℝ => (y : ℂ) ^ 3 * f y) x + (x : ℂ) ^ 3 * deriv f x)
```

The profile is real. Its value at the single point $0$ has no effect on the integrals.

```lean
/-- The real profile `|x|^(-3/2) exp(-1/(4x²))`, meant for `x ≠ 0`. -/
def psi (x : ℝ) : ℝ := |x| ^ (-(3 / 2) : ℝ) * Real.exp (-1 / (4 * x ^ 2))
```

Its complex version, `state`, is what the operator acts on.

```lean
/-- The profile `psi` regarded as a complex wave function. -/
def state (x : ℝ) : ℂ := (psi x : ℂ)
```

The overlap conjugates the first function, as above.

```lean
/-- The overlap integral of two wave functions on the line. -/
def overlap (f g : ℝ → ℂ) : ℂ := ∫ x, conj (f x) * g x
```

In `SymmetricOn`, the set `D` need be neither a subspace nor dense. An exclusion from every such `D` therefore covers the more restrictive domains too. Its members are individual functions, not classes of functions equal almost everywhere.

```lean
/-- The operator `x³ p + p x³` can be moved from one side of the overlap to the other for
all wave functions in `D`. -/
def SymmetricOn (hbar : ℝ) (D : Set (ℝ → ℂ)) : Prop :=
  ∀ f ∈ D, ∀ g ∈ D, overlap (cubicOp hbar f) g = overlap f (cubicOp hbar g)
```

## The eigenvalue equation away from the origin

The first theorem is the logarithmic derivative. The step `he` writes $\psi$ as a single exponential; Mathlib's `Real.log` is $\ln|x|$, so both half-lines are treated together. This form holds throughout a neighbourhood of any $x\neq0$, which is enough to transfer the derivative to `psi`.

```lean
/-- Away from the origin the logarithmic derivative of `psi` is `1/(2x³) - 3/(2x)`. -/
theorem hasDerivAt_psi {x : ℝ} (hx : x ≠ 0) :
    HasDerivAt psi (psi x * (1 / (2 * x ^ 3) - 3 / (2 * x))) x := by
  -- write the profile as a single exponential
  have he : ∀ y : ℝ, y ≠ 0 →
      psi y = Real.exp (-(3 / 2) * Real.log y - 1 / (4 * y ^ 2)) := by
    intro y hy
    unfold psi
    rw [Real.rpow_def_of_pos (abs_pos.mpr hy), Real.log_abs, ← Real.exp_add]
    congr 1
    ring
  have hs : HasDerivAt (fun y : ℝ => y ^ 2) (2 * x) x := by
    simpa using hasDerivAt_pow 2 x
  have hne : 4 * x ^ 2 ≠ 0 := by positivity
  have hq : HasDerivAt (fun y : ℝ => 1 / (4 * y ^ 2)) (-(1 / (2 * x ^ 3))) x :=
    ((hasDerivAt_const x (1 : ℝ)).fun_div (hs.const_mul 4) hne).congr_deriv
      (by field_simp; ring)
  have h1 : HasDerivAt (fun y : ℝ => -(3 / 2) * Real.log y - 1 / (4 * y ^ 2))
      (1 / (2 * x ^ 3) - 3 / (2 * x)) x :=
    (((Real.hasDerivAt_log hx).const_mul (-(3 / 2) : ℝ)).fun_sub hq).congr_deriv
      (by field_simp; ring)
  have hev : psi =ᶠ[𝓝 x] fun y => Real.exp (-(3 / 2) * Real.log y - 1 / (4 * y ^ 2)) := by
    filter_upwards [isOpen_ne.mem_nhds hx] with y hy using he y hy
  exact (h1.exp.congr_of_eventuallyEq hev).congr_deriv (by rw [he x hx])
```

The product rule gives the expanded form of $A$ at any point where $f$ is differentiable.

```lean
/-- At a point of differentiability the operator acts as `-i ħ (3x² f + 2x³ f')`. -/
theorem cubicOp_of_hasDerivAt (hbar : ℝ) {f : ℝ → ℂ} {f' : ℂ} {x : ℝ}
    (hf : HasDerivAt f f' x) :
    cubicOp hbar f x = -Complex.I * hbar * (3 * (x : ℂ) ^ 2 * f x + 2 * (x : ℂ) ^ 3 * f') := by
  have hc : HasDerivAt (fun y : ℝ => (y : ℂ) ^ 3) (3 * (x : ℂ) ^ 2) x := by
    simpa using (hasDerivAt_id' x).ofReal_comp.fun_pow 3
  unfold cubicOp
  rw [(hc.fun_mul hf).deriv, hf.deriv]
  ring
```

The cancellation of the $3x^2\psi$ terms is the real identity `key`, which is then carried over to complex numbers.

```lean
/-- Away from the origin the state solves the eigenvalue equation with the imaginary
value `-i ħ`. -/
theorem cubicOp_state (hbar : ℝ) {x : ℝ} (hx : x ≠ 0) :
    cubicOp hbar state x = -Complex.I * hbar * state x := by
  have hd : HasDerivAt state ((psi x * (1 / (2 * x ^ 3) - 3 / (2 * x)) : ℝ) : ℂ) x :=
    (hasDerivAt_psi hx).ofReal_comp
  have key : 3 * x ^ 2 * psi x + 2 * x ^ 3 * (psi x * (1 / (2 * x ^ 3) - 3 / (2 * x)))
      = psi x := by
    field_simp
    ring
  rw [cubicOp_of_hasDerivAt hbar hd]
  congr 1
  unfold state
  exact_mod_cast key
```

## Symmetry for functions of compact support

The Lagrange identity is stated at one point $x$, with differentiability of both functions there as its hypotheses. After the product rule and the conjugations, `ring` compares the two sides.

```lean
/-- Lagrange identity: the local failure of symmetry is the derivative of the boundary
term `2 i ħ x³ f* g`. -/
theorem lagrange_identity (hbar : ℝ) {f g : ℝ → ℂ} {f' g' : ℂ} {x : ℝ}
    (hf : HasDerivAt f f' x) (hg : HasDerivAt g g' x) :
    HasDerivAt (fun y : ℝ => 2 * Complex.I * hbar * ((y : ℂ) ^ 3 * (conj (f y) * g y)))
      (conj (cubicOp hbar f x) * g x - conj (f x) * cubicOp hbar g x) x := by
  have hc : HasDerivAt (fun y : ℝ => (y : ℂ) ^ 3) (3 * (x : ℂ) ^ 2) x := by
    simpa using (hasDerivAt_id' x).ofReal_comp.fun_pow 3
  have hs : HasDerivAt (fun y => conj (f y)) (conj f') x := hf.star
  refine ((hc.fun_mul (hs.fun_mul hg)).const_mul (2 * Complex.I * hbar)).congr_deriv ?_
  rw [cubicOp_of_hasDerivAt hbar hf, cubicOp_of_hasDerivAt hbar hg]
  simp only [map_mul, map_add, map_neg, map_pow, map_ofNat, Complex.conj_I,
    Complex.conj_ofReal]
  ring
```

To integrate it, the next proof shows that both overlap integrands and the boundary term are continuous with compact support, hence integrable (`i1`, `i2`, `i3`). A function on the line that is integrable together with its derivative has a derivative of integral zero, and this replaces the evaluation at two distant endpoints.

```lean
/-- The operator is symmetric on continuously differentiable wave functions of compact
support. -/
theorem symmetricOn_compactSupport (hbar : ℝ) :
    SymmetricOn hbar {f | ContDiff ℝ 1 f ∧ HasCompactSupport f} := by
  have hcont : ∀ f : ℝ → ℂ, ContDiff ℝ 1 f → Continuous (cubicOp hbar f) := by
    intro f hf
    have h1 : Continuous f := hf.continuous
    have h2 : Continuous (deriv f) := hf.continuous_deriv (by simp)
    have he : cubicOp hbar f = fun x : ℝ =>
        -Complex.I * hbar * (3 * (x : ℂ) ^ 2 * f x + 2 * (x : ℂ) ^ 3 * deriv f x) :=
      funext fun x => cubicOp_of_hasDerivAt hbar (hf.differentiable (by simp) x).hasDerivAt
    rw [he]
    fun_prop
  rintro f ⟨hf, hfs⟩ g ⟨hg, hgs⟩
  have cf : Continuous fun x => conj (f x) := Complex.continuous_conj.comp hf.continuous
  have sf : HasCompactSupport fun x => conj (f x) := hfs.comp_left (map_zero _)
  have i1 : Integrable fun x => conj (cubicOp hbar f x) * g x :=
    ((Complex.continuous_conj.comp (hcont f hf)).mul
      hg.continuous).integrable_of_hasCompactSupport hgs.mul_left
  have i2 : Integrable fun x => conj (f x) * cubicOp hbar g x :=
    (cf.mul (hcont g hg)).integrable_of_hasCompactSupport sf.mul_right
  have i3 : Integrable fun x : ℝ =>
      2 * Complex.I * hbar * ((x : ℂ) ^ 3 * (conj (f x) * g x)) :=
    (((Complex.continuous_ofReal.pow 3).mul
      (cf.mul hg.continuous)).integrable_of_hasCompactSupport
        hgs.mul_left.mul_left).const_mul _
  -- the integral of the derivative of the boundary term vanishes
  have h := integral_eq_zero_of_hasDerivAt_of_integrable
    (fun x => lagrange_identity hbar (hf.differentiable (by simp) x).hasDerivAt
      (hg.differentiable (by simp) x).hasDerivAt) (i1.sub i2) i3
  rw [integral_sub i1 i2] at h
  exact sub_eq_zero.mp h
```

Compact support matters here. If it is weakened to square integrability, $\psi$ itself is a counter-example for $\hbar\neq0$: set $\psi(0)=0$, and it is continuously differentiable even at the origin, because the exponential suppresses every negative power of $|x|$.

## The boundary limits and the norm

On the positive half-line the power $x^{-3/2}$ squares to $1/x^3$ and cancels the prefactor.

```lean
/-- On the positive half-line the boundary term `x³ psi²` equals `exp(-1/(2x²))`. -/
theorem boundary_of_pos {x : ℝ} (hx : 0 < x) :
    x ^ 3 * psi x ^ 2 = Real.exp (-1 / (2 * x ^ 2)) := by
  have h1 : (x ^ (-(3 / 2) : ℝ)) ^ 2 = (x ^ 3)⁻¹ := by
    rw [sq, ← Real.rpow_add hx, show (-(3 / 2) + -(3 / 2) : ℝ) = -((3 : ℕ) : ℝ) by norm_num,
      Real.rpow_neg hx.le, Real.rpow_natCast]
  have h2 : Real.exp (-1 / (4 * x ^ 2)) ^ 2 = Real.exp (-1 / (2 * x ^ 2)) := by
    rw [sq, ← Real.exp_add]
    congr 1
    ring
  unfold psi
  rw [abs_of_pos hx, mul_pow, h1, h2]
  exact mul_inv_cancel_left₀ (pow_ne_zero 3 hx.ne') _
```

The limit at plus infinity follows from continuity of the exponential at $0$. The limit at minus infinity follows from oddness.

```lean
/-- The boundary term `x³ psi²` tends to `+1` at plus infinity and to `-1` at minus
infinity. -/
theorem boundary_tendsto :
    Tendsto (fun x : ℝ => x ^ 3 * psi x ^ 2) atTop (𝓝 1) ∧
      Tendsto (fun x : ℝ => x ^ 3 * psi x ^ 2) atBot (𝓝 (-1)) := by
  have top : Tendsto (fun x : ℝ => x ^ 3 * psi x ^ 2) atTop (𝓝 1) := by
    have h1 : Tendsto (fun x : ℝ => 2 * x ^ 2) atTop atTop :=
      (tendsto_pow_atTop two_ne_zero).const_mul_atTop two_pos
    have h2 := (Real.continuous_exp.tendsto 0).comp (h1.const_div_atTop (-1))
    rw [Real.exp_zero] at h2
    refine h2.congr' ?_
    filter_upwards [eventually_gt_atTop 0] with x hx using (boundary_of_pos hx).symm
  refine ⟨top, (top.comp tendsto_neg_atBot_atTop).neg.congr fun x => ?_⟩
  -- the boundary term is odd
  have h : psi (-x) = psi x := by simp [psi]
  simp only [Function.comp_apply, h]
  ring
```

For the norm, `hd` states that $x^3\psi^2$ is an antiderivative of $\psi^2$, `hb` is the bound by $2x^2$, and `hcont` is the resulting continuity from the right at $0$. The fundamental theorem of calculus on a half-line then applies in its version for non-negative derivatives, which needs no separate proof of integrability.

```lean
/-- The integral of `psi²` over the positive half-line equals one. -/
theorem integral_psi_sq : ∫ x in Ioi (0 : ℝ), psi x ^ 2 = 1 := by
  -- the boundary term is an antiderivative of the density
  have hd : ∀ x ∈ Ioi (0 : ℝ), HasDerivAt (fun y : ℝ => y ^ 3 * psi y ^ 2) (psi x ^ 2) x := by
    intro x hx
    have hx0 : x ≠ 0 := ne_of_gt hx
    have h3 : HasDerivAt (fun y : ℝ => y ^ 3) (3 * x ^ 2) x := by
      simpa using hasDerivAt_pow 3 x
    have hp := hasDerivAt_psi hx0
    have h := h3.fun_mul (hp.fun_mul hp)
    simp only [← sq] at h
    exact h.congr_deriv (by field_simp; ring)
  -- it is squeezed to zero at the origin
  have hb : ∀ x ∈ Ici (0 : ℝ), x ^ 3 * psi x ^ 2 ≤ 2 * x ^ 2 := by
    intro x hx
    rcases eq_or_lt_of_le (mem_Ici.mp hx) with h | h
    · simp [← h]
    · have ht : 0 < 1 / (2 * x ^ 2) := by positivity
      have h1 := Real.add_one_le_exp (1 / (2 * x ^ 2))
      rw [boundary_of_pos h, show -1 / (2 * x ^ 2) = -(1 / (2 * x ^ 2)) by ring, Real.exp_neg]
      calc (Real.exp (1 / (2 * x ^ 2)))⁻¹ ≤ (1 / (2 * x ^ 2))⁻¹ := inv_anti₀ ht (by linarith)
        _ = 2 * x ^ 2 := by rw [one_div, inv_inv]
  have hcont : ContinuousWithinAt (fun y : ℝ => y ^ 3 * psi y ^ 2) (Ici 0) 0 := by
    have hc : Continuous fun x : ℝ => 2 * x ^ 2 := by fun_prop
    have h0 : Tendsto (fun x : ℝ => 2 * x ^ 2) (𝓝[Ici 0] 0) (𝓝 0) := by
      simpa using (hc.tendsto 0).mono_left nhdsWithin_le_nhds
    have hg : (0 : ℝ) ^ 3 * psi 0 ^ 2 = 0 := by simp
    show Tendsto (fun y : ℝ => y ^ 3 * psi y ^ 2) (𝓝[Ici 0] 0) (𝓝 (0 ^ 3 * psi 0 ^ 2))
    rw [hg]
    refine tendsto_of_tendsto_of_tendsto_of_le_of_le' tendsto_const_nhds h0 ?_ ?_
    · filter_upwards [self_mem_nhdsWithin] with x hx
      have hx' : 0 ≤ x := hx
      positivity
    · filter_upwards [self_mem_nhdsWithin] with x hx using hb x hx
  rw [integral_Ioi_of_hasDerivAt_of_nonneg hcont hd (fun x _ => sq_nonneg _) boundary_tendsto.1]
  simp
```

## The defect $4i\hbar$ and the exclusion of $\psi$

The next theorem has two parts: $\psi^2$ is integrable over the line, and the two overlaps differ by $4i\hbar$. The proof doubles the half-line integral by evenness and inserts the eigenvalue equation into each overlap, which is allowed because $x\neq0$ almost everywhere. Integrability is read off from the value $2$, since Lean assigns the integral $0$ to a function that is not integrable.

```lean
/-- The state is square integrable on the line, and its overlap with itself with the operator acting
on the first factor, minus that with the operator acting on the second, is `4 i ħ`. -/
theorem symmetry_defect (hbar : ℝ) :
    Integrable (fun x => psi x ^ 2) ∧
      overlap (cubicOp hbar state) state - overlap state (cubicOp hbar state)
        = 4 * Complex.I * hbar := by
  have h2 : ∫ x, psi x ^ 2 = 2 := by
    have h := integral_comp_abs (f := fun x => psi x ^ 2)
    have habs : ∀ x, psi |x| = psi x := fun x => by simp [psi]
    simp only [habs, integral_psi_sq] at h
    linarith
  have hne : ∀ᵐ x : ℝ, x ≠ 0 := by simp [ae_iff]
  have hl : overlap (cubicOp hbar state) state = Complex.I * hbar * 2 := by
    have h : overlap (cubicOp hbar state) state
        = ∫ x, Complex.I * hbar * ((psi x ^ 2 : ℝ) : ℂ) := by
      refine integral_congr_ae (hne.mono fun x hx => ?_)
      simp only [cubicOp_state hbar hx, state, map_mul, map_neg, Complex.conj_I,
        Complex.conj_ofReal]
      push_cast
      ring
    rw [h, integral_const_mul, integral_complex_ofReal, h2]
    norm_num
  have hr : overlap state (cubicOp hbar state) = -Complex.I * hbar * 2 := by
    have h : overlap state (cubicOp hbar state)
        = ∫ x, -Complex.I * hbar * ((psi x ^ 2 : ℝ) : ℂ) := by
      refine integral_congr_ae (hne.mono fun x hx => ?_)
      simp only [cubicOp_state hbar hx, state, Complex.conj_ofReal]
      push_cast
      ring
    rw [h, integral_const_mul, integral_complex_ofReal, h2]
    norm_num
  refine ⟨?_, by rw [hl, hr]; ring⟩
  by_contra h
  rw [integral_undef h] at h2
  norm_num at h2
```

The exclusion is then a short contradiction: symmetry on a set containing `state` would make the left-hand side zero and force `hbar` to vanish. The hypothesis `hbar ≠ 0` stands for the non-zero quantum of action. With $\hbar=0$ the operator is zero, and the set $\{\psi\}$ is a symmetric domain containing $\psi$.

```lean
/-- For nonzero `ħ`, the state belongs to no domain on which `x³ p + p x³` is symmetric. -/
theorem state_notMem_of_symmetricOn {hbar : ℝ} (hh : hbar ≠ 0) {D : Set (ℝ → ℂ)}
    (hD : SymmetricOn hbar D) : state ∉ D := by
  intro hs
  have h := (symmetry_defect hbar).2
  rw [hD state hs state hs, sub_self] at h
  exact hh (by simpa using h)

end

end CubicMomentumDomain
```

```lean
#print axioms CubicMomentumDomain.symmetricOn_compactSupport
-- 'CubicMomentumDomain.symmetricOn_compactSupport' depends on axioms: [propext, Classical.choice, Quot.sound]
#print axioms CubicMomentumDomain.integral_psi_sq
-- 'CubicMomentumDomain.integral_psi_sq' depends on axioms: [propext, Classical.choice, Quot.sound]
#print axioms CubicMomentumDomain.state_notMem_of_symmetricOn
-- 'CubicMomentumDomain.state_notMem_of_symmetricOn' depends on axioms: [propext, Classical.choice, Quot.sound]
```

Self-adjointness is a separate question, not treated in the Lean code. For $\hbar\neq0$, the operator $A$ on continuously differentiable functions of compact support has no self-adjoint extension. Such an extension requires $A\varphi=-i\hbar\varphi$ and $A\varphi=+i\hbar\varphi$ to have equally many independent square-integrable solutions. The first equation has two, namely $\psi$ set to zero on one or the other half-line. The second has none, because its solutions on each half-line are multiples of $|x|^{-3/2}e^{1/(4x^2)}$, which is not square integrable near the origin.
